# Mean radius of a Dirac–Coulomb bound state

An electron bound to a heavy nucleus is described by the Dirac equation, and its orbital differs in size from the Schrödinger orbital with the same labels. For one electron and a point nucleus of charge \(Z\), the mean distance \(\langle r\rangle\) follows from the energy and the angular quantum number, without the wavefunction.

## The claim

In atomic units, let \(c\) be the speed of light, \(k\) the Dirac angular quantum number (usually written \(\kappa\)) and \(E\) the energy including the rest energy \(c^2\). The large and small radial components \(P(r)\), \(Q(r)\), which contain the factor \(r\) from the volume element, obey for \(r>0\)
\[
P' = -\frac{k}{r}P + \frac{E + c^2 + Z/r}{c}\,Q, \qquad
Q' = \frac{k}{r}Q - \frac{E - c^2 + Z/r}{c}\,P .
\]
Write \(\rho = P^2+Q^2\), \(e = E/c^2\), \(a = Z/c\) and \(N^2 = a^2/(1-e^2)\). Suppose that \(\rho\) and \(r\rho\) are integrable on \((0,\infty)\), that \(\rho\to0\) at the origin and \(r^2\rho\to0\) at infinity, and that \(\int\rho\,dr = 1\), \(|E|<c^2\), \(Z\neq0\). Then
\[
\langle r\rangle = \int_0^\infty r\rho\,dr = \frac{e\,(3N^2-k^2)-k}{2Z}.
\]
If \(e\to1\) and \(N^2\to n^2\) for a number \(n\) at fixed \(Z\) and \(k\), this tends to \((3n^2-k(k+1))/(2Z)\). For \(k=l\) (which occurs for \(l\ge1\)) and for \(k=-(l+1)\), with \(l\) the orbital quantum number, \(k(k+1)=l(l+1)\), which gives the Schrödinger value for hydrogen-like ions when \(n\) is the principal quantum number.

## Derivation

Put \(B=P^2-Q^2\) and \(C=PQ\). The product rule and the radial equations, with \(E/c=ec\), give a closed system:
\[
\rho' = -\frac{2k}{r}B + 4cC,\qquad
B' = -\frac{2k}{r}\rho + 4\Big(ec+\frac ar\Big)C,\qquad
C' = c\rho - \Big(ec+\frac ar\Big)B .
\]
Look for \(G = u\rho + vB + wC\) with \(u=u_0+u_1r+u_2r^2\), \(v=v_1r+v_2r^2\), \(w=w_0+w_1r\) whose derivative contains \(\rho\) only. Collecting terms,
\[
G' = \Big[u' - \frac{2kv}{r} + cw\Big]\rho
 + \Big[v' - \frac{2ku}{r} - \Big(ec+\frac ar\Big)w\Big]B
 + \Big[w' + 4cu + 4\Big(ec+\frac ar\Big)v\Big]C .
\]
The last two brackets must vanish power by power. The \(C\) bracket gives, at orders \(r^2, r, 1\),
\[
u_2=-ev_2,\qquad cu_1+ecv_1+av_2=0,\qquad w_1+4cu_0+4av_1=0,
\]
and the \(B\) bracket gives, at orders \(r, 1, 1/r\),
\[
2v_2-2ku_2=ecw_1,\qquad v_1-2ku_1=ecw_0+aw_1,\qquad aw_0=-2ku_0 .
\]
These are six homogeneous conditions on seven coefficients. Fix the scale by \(v_2=eac\). Then \(u_2=-e^2ac\) and \(w_1=2a(1+ke)\); for \(e=0\) the fourth condition leaves \(w_1\) free, and the same expression, \(w_1=2a\), is chosen to fix the scale. Expressing \(u_1\), \(u_0\), \(w_0\) through \(v_1\) and inserting them in the fifth condition, the terms \(2kev_1\) cancel and leave \(v_1=2a^2+ke(1+ke)\). With \(M=2a^2+\tfrac12(1+ke)(1+2ke)\) the remaining coefficients are
\[
u_1=-3a^2e-ke^2(1+ke),\qquad u_0=-\frac{aM}{c},\qquad w_0=\frac{2kM}{c}.
\]
In the \(\rho\) bracket the coefficient of \(r\) is \(2u_2-2kv_2+cw_1=2Z(1-e^2)\), since \(ac=Z\), and the constant is \(u_1-2kv_1+cw_0=-3a^2e+k(1+ke)(1-e^2)\). Hence
\[
G' = 2Z(1-e^2)\,r\rho-\big[3a^2e-k(1+ke)(1-e^2)\big]\rho .
\]
Since \(|B|\le\rho\) and \(|C|\le\rho\), each term of \(G\) is a polynomial of degree at most two times a function bounded by \(\rho\). It vanishes at the origin because \(\rho\to0\), and at infinity because \(r^2\rho\to0\). So \(\int_0^\infty G'\,dr=0\), that is
\[
2Z(1-e^2)\int_0^\infty r\rho\,dr=\big[3a^2e-k(1+ke)(1-e^2)\big]\int_0^\infty\rho\,dr .
\]
Setting \(\int\rho\,dr=1\) and dividing by \(1-e^2>0\) gives \(2Z\langle r\rangle=3eN^2-k-k^2e\), which is the claim. At \(e=1\), \(N^2=n^2\) the right side is \(3n^2-k(k+1)\), and it is continuous in \(e\) and \(N^2\).

## The formal development

In Lean 4 with Mathlib:

```lean
import Mathlib

open Set Filter Topology MeasureTheory Real

namespace DiracCoulombMeanRadius

noncomputable section
```

The components are functions `P Q : ℝ → ℝ`, and `dens P Q` is \(\rho\).

```lean
/-- Radial density `P² + Q²`. -/
def dens (P Q : ℝ → ℝ) (r : ℝ) : ℝ := P r ^ 2 + Q r ^ 2
```

The structure `IsBound` collects the assumptions. The fields `dP` and `dQ` are the radial equations at every \(r>0\); values at \(r\le0\) are unconstrained. The fields `int0` and `int1` state Lebesgue integrability of \(\rho\) and \(r\rho\) on `Ioi 0`, the half-line \((0,\infty)\), while `zero` and `top` are the two boundary limits. These properties are assumed, not derived from a Hamiltonian. The potential is exactly \(-Z/r\), so there is one electron, a point nucleus and no screening. The parameters `c Z k E` are arbitrary reals: `k` need not be an integer, and no spectrum is built in.

```lean
/-- The radial Dirac-Coulomb equations on `r > 0`, with `ρ` and `rρ` integrable,
`ρ → 0` at the origin and `r²ρ → 0` at infinity. -/
structure IsBound (c Z k E : ℝ) (P Q : ℝ → ℝ) : Prop where
  dP : ∀ r, 0 < r → HasDerivAt P (-k * P r / r + (E + c ^ 2 + Z / r) * Q r / c) r
  dQ : ∀ r, 0 < r → HasDerivAt Q (k * Q r / r - (E - c ^ 2 + Z / r) * P r / c) r
  int0 : IntegrableOn (dens P Q) (Ioi 0)
  int1 : IntegrableOn (fun r => r * dens P Q r) (Ioi 0)
  zero : Tendsto (dens P Q) (𝓝[>] 0) (𝓝 0)
  top : Tendsto (fun r => r ^ 2 * dens P Q r) atTop (𝓝 0)
```

`Nsq c Z E` is \(N^2\), defined directly from the energy.

```lean
/-- `N² = (Z/c)² / (1 - e²)` with `e = E/c²`. -/
def Nsq (c Z E : ℝ) : ℝ := (Z / c) ^ 2 / (1 - (E / c ^ 2) ^ 2)
```

The polynomials \(u, v, w\) are instances of `quad`, whose coefficient names are local and unrelated to the exponent \(\gamma\) used later. In `aux`, which is \(G\), the three calls of `quad` carry \((u_0,u_1,u_2)\), \((0,v_1,v_2)\) and \((w_0,w_1,0)\), with \(M\) written out.

```lean
/-- The quadratic `α + βr + γr²`. -/
def quad (α β γ r : ℝ) : ℝ := α + β * r + γ * r ^ 2

/-- The auxiliary function `G`: a combination of `P² + Q²`, `P² - Q²` and `PQ` with
coefficients quadratic in `r`; `e` stands for `E/c²` and `a` for `Z/c`. -/
def aux (c k e a : ℝ) (P Q : ℝ → ℝ) (r : ℝ) : ℝ :=
  quad (-a * (2 * a ^ 2 + (1 + k * e) * (1 + 2 * k * e) / 2) / c)
      (-(3 * a ^ 2 * e + k * e ^ 2 * (1 + k * e))) (-(e ^ 2 * a * c)) r * dens P Q r
    + quad 0 (2 * a ^ 2 + k * e * (1 + k * e)) (e * a * c) r * (P r ^ 2 - Q r ^ 2)
    + quad (2 * k * (2 * a ^ 2 + (1 + k * e) * (1 + 2 * k * e) / 2) / c)
      (2 * a * (1 + k * e)) 0 r * (P r * Q r)
```

`hasDerivAt_bilinears` is the closed system for \(\rho,B,C\) when \(c\neq0\), with \(ec+a/r\) appearing as \((E+Z/r)/c\). Each `fun_mul` is one use of the product rule, and `field_simp` followed by `ring` matches the result to the stated form.

```lean
variable {c Z k E : ℝ} {P Q : ℝ → ℝ}

/-- Derivatives of `P² + Q²`, `P² - Q²` and `PQ` at `r > 0`. -/
theorem hasDerivAt_bilinears (h : IsBound c Z k E P Q) (hc : c ≠ 0) {r : ℝ} (hr : 0 < r) :
    HasDerivAt (dens P Q) (-2 * k * (P r ^ 2 - Q r ^ 2) / r + 4 * c * (P r * Q r)) r ∧
    HasDerivAt (fun r => P r ^ 2 - Q r ^ 2)
      (-2 * k * (P r ^ 2 + Q r ^ 2) / r + 4 * (E + Z / r) * (P r * Q r) / c) r ∧
    HasDerivAt (fun r => P r * Q r)
      (c * (P r ^ 2 + Q r ^ 2) - (E + Z / r) * (P r ^ 2 - Q r ^ 2) / c) r := by
  have hP := h.dP r hr
  have hQ := h.dQ r hr
  have hr' := hr.ne'
  refine ⟨?_, ?_, ?_⟩
  · show HasDerivAt (fun r => P r ^ 2 + Q r ^ 2) _ _
    simp only [sq]
    refine ((hP.fun_mul hP).fun_add (hQ.fun_mul hQ)).congr_deriv ?_
    field_simp
    ring
  · simp only [sq]
    refine ((hP.fun_mul hP).fun_sub (hQ.fun_mul hQ)).congr_deriv ?_
    field_simp
    ring
  · refine (hP.fun_mul hQ).congr_deriv ?_
    field_simp
    ring
```

`hasDerivAt_aux` gives \(G'\), again for \(c\neq0\). The six conditions are not solved again: the coefficients are already in `aux`, and the final `ring` confirms the cancellation of all \(B\), \(C\) and \(1/r\) terms.

```lean
/-- `G' = 2Z(1 - e²) rρ - (3a²e - k(1 + ke)(1 - e²)) ρ` with `e = E/c²`, `a = Z/c`. -/
theorem hasDerivAt_aux (h : IsBound c Z k E P Q) (hc : c ≠ 0) {r : ℝ} (hr : 0 < r) :
    HasDerivAt (aux c k (E / c ^ 2) (Z / c) P Q)
      (2 * Z * (1 - (E / c ^ 2) ^ 2) * (r * dens P Q r)
        - (3 * (Z / c) ^ 2 * (E / c ^ 2)
          - k * (1 + k * (E / c ^ 2)) * (1 - (E / c ^ 2) ^ 2)) * dens P Q r) r := by
  have hq : ∀ α β γ : ℝ, HasDerivAt (quad α β γ) (β + 2 * γ * r) r := fun α β γ =>
    ((((hasDerivAt_id' r).const_mul β).const_add α).fun_add
      ((hasDerivAt_pow 2 r).const_mul γ)).congr_deriv (by ring)
  obtain ⟨hA, hB, hC⟩ := hasDerivAt_bilinears h hc hr
  have hr' := hr.ne'
  refine (((((hq _ _ _).fun_mul hA).fun_add ((hq _ _ _).fun_mul hB))).fun_add
    ((hq _ _ _).fun_mul hC)).congr_deriv ?_
  -- all terms in `P² - Q²`, `PQ` and `1/r` cancel
  simp only [quad, dens]
  field_simp
  ring
```

`boundary_vanishes` treats the three terms of \(G\) at once through a function `X` with \(|X|\le\rho\). At the origin the polynomial is continuous and \(X\to0\) by squeezing. At infinity the product is rewritten as \(r^2X\to0\) times a polynomial in \(1/r\), which converges (`h3`).

```lean
/-- A quadratic in `r` times a function bounded by the density vanishes at the origin
and at infinity. -/
theorem boundary_vanishes (h : IsBound c Z k E P Q) {X : ℝ → ℝ}
    (hX : ∀ r, |X r| ≤ dens P Q r) (α β γ : ℝ) :
    Tendsto (fun r => quad α β γ r * X r) (𝓝[>] 0) (𝓝 0) ∧
    Tendsto (fun r => quad α β γ r * X r) atTop (𝓝 0) := by
  constructor
  · have hq : Continuous (quad α β γ) := by
      show Continuous fun r : ℝ => α + β * r + γ * r ^ 2
      fun_prop
    have h0 : Tendsto X (𝓝[>] 0) (𝓝 0) := squeeze_zero_norm hX h.zero
    simpa using (tendsto_nhdsWithin_of_tendsto_nhds (hq.tendsto 0)).mul h0
  · have h2 : Tendsto (fun r => r ^ 2 * X r) atTop (𝓝 0) := by
      refine squeeze_zero_norm (fun r => ?_) h.top
      rw [Real.norm_eq_abs, abs_mul, abs_of_nonneg (sq_nonneg r)]
      exact mul_le_mul_of_nonneg_left (hX r) (sq_nonneg r)
    have hi : Tendsto (fun r : ℝ => r⁻¹) atTop (𝓝 0) := tendsto_inv_atTop_zero
    have h3 := ((((hi.pow 2).const_mul α).add (hi.const_mul β)).add_const γ).mul h2
    rw [mul_zero] at h3
    refine h3.congr' ((eventually_gt_atTop 0).mono fun r hr => ?_)
    have hr' := hr.ne'
    simp only [quad]
    field_simp
```

`moment_identity` is the relation between the moments, and besides `IsBound` it needs only `c ≠ 0`. The facts `bA`, `bB`, `bC` apply the boundary lemma to \(\rho,B,C\), and `G0`, `G1` add them up. The fundamental theorem of calculus on a half-line, `integral_Ioi_of_hasDerivAt_of_tendsto`, asks for continuity at the endpoint, so `g` extends \(G\) by zero there. The result `key` is \(\int G'\,dr=0\), and `int0`, `int1` allow the integral to be split.

```lean
/-- First and zeroth moments obey `2Z(1 - e²) ∫rρ = (3a²e - k(1 + ke)(1 - e²)) ∫ρ`
with `e = E/c²`, `a = Z/c`, for any normalisation. -/
theorem moment_identity (h : IsBound c Z k E P Q) (hc : c ≠ 0) :
    2 * Z * (1 - (E / c ^ 2) ^ 2) * ∫ r in Ioi (0 : ℝ), r * dens P Q r =
      (3 * (Z / c) ^ 2 * (E / c ^ 2) - k * (1 + k * (E / c ^ 2)) * (1 - (E / c ^ 2) ^ 2))
        * ∫ r in Ioi (0 : ℝ), dens P Q r := by
  have bA := boundary_vanishes h (X := dens P Q) fun r =>
    (abs_of_nonneg (add_nonneg (sq_nonneg _) (sq_nonneg _))).le
  have bB := boundary_vanishes h (X := fun r => P r ^ 2 - Q r ^ 2) fun r =>
    abs_le.2 ⟨by unfold dens; nlinarith [sq_nonneg (P r)],
      by unfold dens; nlinarith [sq_nonneg (Q r)]⟩
  have bC := boundary_vanishes h (X := fun r => P r * Q r) fun r =>
    abs_le.2 ⟨by unfold dens; nlinarith [sq_nonneg (P r + Q r), sq_nonneg (P r - Q r)],
      by unfold dens; nlinarith [sq_nonneg (P r + Q r), sq_nonneg (P r - Q r)]⟩
  have G0 : Tendsto (aux c k (E / c ^ 2) (Z / c) P Q) (𝓝[>] 0) (𝓝 (0 + 0 + 0)) :=
    ((bA _ _ _).1.add (bB _ _ _).1).add (bC _ _ _).1
  have G1 : Tendsto (aux c k (E / c ^ 2) (Z / c) P Q) atTop (𝓝 (0 + 0 + 0)) :=
    ((bA _ _ _).2.add (bB _ _ _).2).add (bC _ _ _).2
  simp only [add_zero] at G0 G1
  -- extend `G` by `0` at the origin and integrate `G'` over `(0, ∞)`
  let g : ℝ → ℝ := fun r => if 0 < r then aux c k (E / c ^ 2) (Z / c) P Q r else 0
  have g0 : g 0 = 0 := if_neg (lt_irrefl 0)
  have hcont : ContinuousWithinAt g (Ici 0) 0 := by
    rw [← continuousWithinAt_Ioi_iff_Ici, ContinuousWithinAt, g0]
    exact G0.congr' (eventually_mem_nhdsWithin.mono fun y hy => (if_pos hy).symm)
  have i1 := Integrable.const_mul h.int1 (2 * Z * (1 - (E / c ^ 2) ^ 2))
  have i0 := Integrable.const_mul h.int0 (3 * (Z / c) ^ 2 * (E / c ^ 2)
    - k * (1 + k * (E / c ^ 2)) * (1 - (E / c ^ 2) ^ 2))
  have key := integral_Ioi_of_hasDerivAt_of_tendsto hcont
    (fun x hx => (hasDerivAt_aux h hc hx).congr_of_eventuallyEq
      ((lt_mem_nhds hx).mono fun y hy => if_pos hy)) (i1.sub i0)
    (G1.congr' ((eventually_gt_atTop 0).mono fun y hy => (if_pos hy).symm))
  rw [integral_sub i1 i0, integral_const_mul, integral_const_mul, g0] at key
  linarith
```

`mean_radius` adds `hE`, `hZ` and the normalisation `hn`. From `hE` come \(c\ne0\) and \(1-e^2\neq0\), and `hN` says \(N^2(1-e^2)=a^2\). The division is run backwards: the goal is multiplied by \(2Z\) and \(1-e^2\), and `linear_combination hm - 3 * (E / c ^ 2) * hN` closes it.

```lean
/-- A normalised solution with `|E| < c²`, `Z ≠ 0` has
`⟨r⟩ = (e(3N² - k²) - k)/(2Z)` with `e = E/c²`. -/
theorem mean_radius (h : IsBound c Z k E P Q) (hE : |E| < c ^ 2) (hZ : Z ≠ 0)
    (hn : ∫ r in Ioi (0 : ℝ), dens P Q r = 1) :
    ∫ r in Ioi (0 : ℝ), r * dens P Q r =
      (E / c ^ 2 * (3 * Nsq c Z E - k ^ 2) - k) / (2 * Z) := by
  have hc2 : 0 < c ^ 2 := lt_of_le_of_lt (abs_nonneg _) hE
  have hc : c ≠ 0 := by
    rintro rfl
    simp at hc2
  have he : |E / c ^ 2| < 1 := by
    rw [abs_div, abs_of_pos hc2, div_lt_one hc2]
    exact hE
  have hne : 1 - (E / c ^ 2) ^ 2 ≠ 0 :=
    (sub_pos.2 ((sq_lt_one_iff_abs_lt_one _).2 he)).ne'
  have hN : Nsq c Z E * (1 - (E / c ^ 2) ^ 2) = (Z / c) ^ 2 := div_mul_cancel₀ _ hne
  have hm := moment_identity h hc
  rw [hn] at hm
  rw [eq_div_iff (mul_ne_zero two_ne_zero hZ)]
  apply mul_right_cancel₀ hne
  linear_combination hm - 3 * (E / c ^ 2) * hN
```

`mean_radius_limit` takes a family of normalised solutions with index `i`, each with \(|E|<c^2\) and \(Z\neq0\) as in `mean_radius`, in which \(c,E,P,Q\) vary and \(Z,k\) are fixed, and a filter `l` for the direction of the limit, for instance \(c\to\infty\). The convergences `he` and `hN` are hypotheses and `n` is any real number; that Dirac–Coulomb levels have \(N\) tending to the principal quantum number would need the energy formula, which is not derived. The proof takes the limit in the closed expression and transfers it by `mean_radius`.

```lean
/-- Along a family of normalised solutions with fixed `Z`, `k` and with `E/c² → 1`,
`N² → n²`, the mean radius tends to `(3n² - k(k + 1))/(2Z)`. -/
theorem mean_radius_limit {ι : Type*} {l : Filter ι} {c E : ι → ℝ} {P Q : ι → ℝ → ℝ} {n : ℝ}
    (h : ∀ i, IsBound (c i) Z k (E i) (P i) (Q i)) (hE : ∀ i, |E i| < c i ^ 2) (hZ : Z ≠ 0)
    (hn : ∀ i, ∫ r in Ioi (0 : ℝ), dens (P i) (Q i) r = 1)
    (he : Tendsto (fun i => E i / c i ^ 2) l (𝓝 1))
    (hN : Tendsto (fun i => Nsq (c i) Z (E i)) l (𝓝 (n ^ 2))) :
    Tendsto (fun i => ∫ r in Ioi (0 : ℝ), r * dens (P i) (Q i) r) l
      (𝓝 ((3 * n ^ 2 - k * (k + 1)) / (2 * Z))) := by
  have := ((he.mul ((hN.const_mul 3).sub_const (k ^ 2))).sub_const k).div_const (2 * Z)
  rw [show (1 * (3 * n ^ 2 - k ^ 2) - k) / (2 * Z) = (3 * n ^ 2 - k * (k + 1)) / (2 * Z)
    by ring] at this
  exact this.congr fun i => (mean_radius (h i) (hE i) hZ (hn i)).symm
```

A nonzero solution meeting `IsBound` is the \(1s_{1/2}\) pair. For \(c,Z,\gamma>0\) with \(\gamma^2+a^2=1\), let \(f=r^\gamma e^{-Zr}\) (here \(e^{-Zr}\) is the exponential), \(P=(1+\gamma)f\), \(Q=-af\), \(k=-1\), \(E=\gamma c^2\). The function `shape γ Z` is \(f\).

```lean
/-- The radial shape `r^γ e^(-Zr)`. -/
def shape (γ Z r : ℝ) : ℝ := r ^ γ * exp (-Z * r)
```

In `isBound_witness`, `hf` is \(f'=(\gamma/r-Z)f\), after which both radial equations reduce to \(a^2=1-\gamma^2\) and \(ac=Z\). By `hd` the density is a constant times \(r^{2\gamma}e^{-2Zr}\), from which integrability (`hI`) and the limit at infinity follow; the limit at the origin comes from continuity of the density (`hρ`), which is zero at \(r=0\); \(\gamma<1\) gives \(|E|<c^2\). The pair is unnormalised.

```lean
/-- For `c, Z, γ > 0` with `γ² + (Z/c)² = 1`, the unnormalised pair `P = (1 + γ) r^γ e^(-Zr)`,
`Q = -(Z/c) r^γ e^(-Zr)` meets `IsBound` with `k = -1`, `E = γc²`, and `|E| < c²`. -/
theorem isBound_witness {γ : ℝ} (hc : 0 < c) (hZ : 0 < Z) (hγ : 0 < γ)
    (h : γ ^ 2 + (Z / c) ^ 2 = 1) :
    IsBound c Z (-1) (γ * c ^ 2) (fun r => (1 + γ) * shape γ Z r)
      (fun r => -(Z / c) * shape γ Z r) ∧ |γ * c ^ 2| < c ^ 2 := by
  have hcc : c * c⁻¹ = 1 := mul_inv_cancel₀ hc.ne'
  have hb : 0 < 2 * Z := by positivity
  have hf : ∀ r, 0 < r → HasDerivAt (shape γ Z) ((γ / r - Z) * shape γ Z r) r := by
    intro r hr
    refine ((Real.hasDerivAt_rpow_const (p := γ) (Or.inl hr.ne')).fun_mul
      ((hasDerivAt_id' r).const_mul (-Z)).exp).congr_deriv ?_
    rw [rpow_sub_one hr.ne']
    unfold shape
    ring
  have hd : ∀ r, 0 < r →
      dens (fun r => (1 + γ) * shape γ Z r) (fun r => -(Z / c) * shape γ Z r) r =
        ((1 + γ) ^ 2 + (Z / c) ^ 2) * (r ^ (2 * γ) * exp (-(2 * Z) * r)) := by
    intro r hr
    have e1 : exp (-(2 * Z) * r) = exp (-Z * r) * exp (-Z * r) := by
      rw [← exp_add]; congr 1; ring
    rw [e1, two_mul γ, rpow_add hr]
    simp only [dens, shape]
    ring
  have hI : ∀ s : ℝ, -1 < s → IntegrableOn (fun r : ℝ =>
      ((1 + γ) ^ 2 + (Z / c) ^ 2) * (r ^ s * exp (-(2 * Z) * r))) (Ioi 0) := by
    intro s hs
    have := integrableOn_rpow_mul_exp_neg_mul_rpow (p := 1) hs (by norm_num) hb
    simp only [rpow_one] at this
    exact Integrable.const_mul this _
  have hs : Continuous (shape γ Z) :=
    (Real.continuous_rpow_const hγ.le).mul (by fun_prop)
  have hρ : Continuous
      (dens (fun r => (1 + γ) * shape γ Z r) (fun r => -(Z / c) * shape γ Z r)) :=
    ((continuous_const.mul hs).pow 2).add ((continuous_const.mul hs).pow 2)
  refine ⟨⟨fun r hr => ((hf r hr).const_mul _).congr_deriv ?_,
    fun r hr => ((hf r hr).const_mul _).congr_deriv ?_, ?_, ?_, ?_, ?_⟩, ?_⟩
  · linear_combination (shape γ Z r / r) * h
      + shape γ Z r * (1 + γ) * Z * (c * c⁻¹ + 1) * hcc
  · linear_combination (shape γ Z r * c ^ 2 * c⁻¹) * h
      - shape γ Z r * Z ^ 2 * c⁻¹ * (c * c⁻¹ + 1) * hcc
  · exact (hI (2 * γ) (by linarith)).congr_fun (fun r hr => (hd r hr).symm) measurableSet_Ioi
  · refine (hI (2 * γ + 1) (by linarith)).congr_fun (fun r hr => ?_) measurableSet_Ioi
    have hr' : 0 < r := hr
    beta_reduce
    rw [hd r hr', rpow_add_one hr'.ne']
    ring
  · exact tendsto_nhdsWithin_of_tendsto_nhds
      (hρ.tendsto' 0 0 (by simp [dens, shape, hγ.ne']))
  · have := (tendsto_rpow_mul_exp_neg_mul_atTop_nhds_zero (2 * γ + 2) _ hb).const_mul
      ((1 + γ) ^ 2 + (Z / c) ^ 2)
    rw [mul_zero] at this
    refine this.congr' ((eventually_gt_atTop 0).mono fun r hr => ?_)
    beta_reduce
    rw [hd r hr, rpow_add hr, rpow_two]
    ring
  · have ha : 0 < (Z / c) ^ 2 := by positivity
    have h1 : γ < 1 := by nlinarith
    rw [abs_of_pos (by positivity)]
    nlinarith [pow_pos hc 2]

end

end DiracCoulombMeanRadius
```

```lean
#print axioms DiracCoulombMeanRadius.mean_radius_limit
```

```
'DiracCoulombMeanRadius.mean_radius_limit' depends on axioms: [propext, Classical.choice, Quot.sound]
```

## An instance, a counter-example and related points

What follows is worked on paper and is not among the theorems above.

For the pair just given, \((1+\gamma)^2+a^2=2(1+\gamma)\), and dividing \(P\) and \(Q\) by the square root of \(2(1+\gamma)\Gamma(2\gamma+1)/(2Z)^{2\gamma+1}\) normalises it, with \(\Gamma\) the gamma function. Take \(a=3/5\), so \(e=\gamma=4/5\) and \(N^2=(9/25)/(9/25)=1\). The formula gives \(\langle r\rangle=(\tfrac45\cdot2+1)/(2Z)=1.3/Z\). Direct integration gives \(\Gamma(2\gamma+2)/(2Z\,\Gamma(2\gamma+1))=(2\gamma+1)/(2Z)\), the same number, below the limiting value \(1.5/Z\) for \(n=1\), \(k=-1\).

Without `hn` the formula fails. The pair \(P=Q=0\) meets `IsBound` for all parameters, and with \(c=Z=1\), \(k=-1\), \(E=0\) the left side is \(0\) and the right side is \(1/2\).

One could instead start from the explicit Laguerre wavefunctions with integer \(k\) and the known energy levels. The boundary behaviour and the limits `he`, `hN` would then be consequences, at the price of special-function integrals.

In a radial Dirac code the formula can serve as a check of grid and integrator on a one-electron, point-nucleus problem. If the program reports \(\varepsilon=E-c^2\), then \(e=1+\varepsilon/c^2\) and \(1-e^2=-(\varepsilon/c^2)(2+\varepsilon/c^2)\), a form that avoids cancellation at small \(Z/c\); the resulting value is compared with the quadrature of \(r(P^2+Q^2)\). With a finite nucleus or a screening potential the cancellation in \(G'\) is lost.

The same argument with linear coefficients gives
\[
\Big(rB-e\,r\rho-\frac{a\rho-2kC}{c}\Big)'=B-e\rho ,
\]
so \(\int B\,dr=e\) for a normalised state, and the small component carries the weight \(\int Q^2dr=(1-e)/2\), which is \(1/10\) in the instance above.
